# Squeezing a density along one axis by l ≥ 1 never lowers its Coulomb repulsion and raises it at most l-fold

How much does the Coulomb repulsion of a charge density with itself grow when the density is compressed along $x$ at fixed total charge? The repulsion integral may diverge, so the first choice is which values it can take: here it lies in $[0,\infty]$, and the density $n\ge 0$ need only be measurable. For a scale factor $l\ge 1$, often written $\lambda$, set

$$m(x,y,z)=l\,n(lx,y,z),\qquad U[n]=\iint \frac{n(p)\,n(q)}{|p-q|}\,dq\,dp .$$

The result is $U[n]\le U[m]\le l\,U[n]$. In atomic units $U/2$ is the Hartree energy, so this is a scaling condition for that part of a density functional; exchange and correlation do not enter. That $n$ is the density of an actual electronic state is a further identification, which the hypotheses do not supply.

```lean
import Mathlib

open MeasureTheory
open scoped ENNReal NNReal

namespace NonuniformCoulombScaling

noncomputable section
```

## Density, distance and repulsion

A point $p=(x,y,z)$ is a nested pair, with coordinates `p.1`, `p.2.1` and `p.2.2`.

```lean
/-- Points of three-dimensional space, with coordinates `(x, y, z)`. -/
abbrev Space := ℝ × ℝ × ℝ
```

Lean's built-in metric on a product is the largest coordinate difference, so the Euclidean distance is written out:

$$r(p,q)=\sqrt{\Delta x^2+\Delta y^2+\Delta z^2},$$

where $\Delta x,\Delta y,\Delta z$ are the coordinate differences of $p$ and $q$.

```lean
/-- The Euclidean distance between two points. -/
def distance (p q : Space) : ℝ :=
  √((p.1 - q.1) ^ 2 + (p.2.1 - q.2.1) ^ 2 + (p.2.2 - q.2.2) ^ 2)
```

Compressing the density moves the charge at $(x,y,z)$ to $(x/l,y,z)$.

```lean
/-- Division of the `x` coordinate by a factor `l > 0`. -/
def squeeze (l : ℝ≥0) (p : Space) : Space := (p.1 / l, p.2)
```

The prefactor $l$ in $m$ compensates for the reduced width. The type `ℝ≥0` makes both the factor and the density nonnegative and finite at each point.

```lean
/-- The density scaled along one axis, `l n(l x, y, z)`. -/
def scaled (l : ℝ≥0) (n : Space → ℝ≥0) : Space → ℝ≥0 :=
  fun p => l * n (l * p.1, p.2)
```

The functional $U$ is an iterated Lebesgue integral, written `∫⁻`, with values in `ℝ≥0∞`; `ENNReal.ofReal` carries the distance into that type. There is no factor $1/2$.

```lean
/-- The Coulomb double integral of `n(p) n(q)` over the distance of `p` and `q`, with values
in `[0, ∞]`. The coincident points `p = q`, where the distance vanishes, form a null set. -/
def repulsion (n : Space → ℝ≥0) : ℝ≥0∞ :=
  ∫⁻ p, ∫⁻ q, (n p : ℝ≥0∞) * n q / ENNReal.ofReal (distance p q)
```

## Distances after the squeeze

Let $r_l$ be the distance between the squeezed points, so $r_l^2=\Delta x^2/l^2+\Delta y^2+\Delta z^2$. Then

$$r^2-r_l^2=\left(1-\frac1{l^2}\right)\Delta x^2,\qquad r_l^2-\frac{r^2}{l^2}=\left(1-\frac1{l^2}\right)(\Delta y^2+\Delta z^2).$$

Both are nonnegative for $l\ge1$, hence $r/l\le r_l\le r$. The proof compares the squares under the roots, using $t^2/l^2\le t^2$ for each coordinate difference $t$.

```lean
/-- Squeezing one axis by `l ≥ 1` never lengthens a distance, and shortens it by at most the factor
`l`. -/
theorem distance_squeeze_bounds {l : ℝ≥0} (hl : 1 ≤ l) (p q : Space) :
    distance p q / l ≤ distance (squeeze l p) (squeeze l q) ∧
      distance (squeeze l p) (squeeze l q) ≤ distance p q := by
  have hl' : (1 : ℝ) ≤ l := by exact_mod_cast hl
  have ht : ∀ t : ℝ, t ^ 2 / (l : ℝ) ^ 2 ≤ t ^ 2 := fun t =>
    div_le_self (sq_nonneg t) (one_le_pow₀ hl')
  simp only [distance, squeeze, ← sub_div]
  constructor
  · apply Real.le_sqrt_of_sq_le
    simp only [div_pow]
    rw [Real.sq_sqrt (by positivity)]
    simp only [add_div]
    linarith [ht (p.2.1 - q.2.1), ht (p.2.2 - q.2.2)]
  · apply Real.sqrt_le_sqrt
    simp only [div_pow]
    linarith [ht (p.1 - q.1)]
```

For $l>1$ the same identities give $r_l<r$ when $\Delta x\ne0$, and $r/l<r_l$ when $\Delta y\ne0$.

```lean
/-- For `l > 1` the lower bound on the squeezed distance is strict if the points differ in `y`,
and the upper bound is strict if they differ in `x`. -/
theorem distance_squeeze_strict {l : ℝ≥0} (hl : 1 < l) (p q : Space) :
    (q.2.1 ≠ p.2.1 → distance p q / l < distance (squeeze l p) (squeeze l q)) ∧
      (q.1 ≠ p.1 → distance (squeeze l p) (squeeze l q) < distance p q) := by
  have hl' : (1 : ℝ) < l := by exact_mod_cast hl
  have ht : ∀ t : ℝ, t ^ 2 / (l : ℝ) ^ 2 ≤ t ^ 2 := fun t =>
    div_le_self (sq_nonneg t) (one_le_pow₀ hl'.le)
  have hs : ∀ t : ℝ, t ≠ 0 → t ^ 2 / (l : ℝ) ^ 2 < t ^ 2 := fun t h =>
    div_lt_self (by positivity) (one_lt_pow₀ hl' two_ne_zero)
  simp only [distance, squeeze, ← sub_div]
  constructor
  · intro h
    apply Real.lt_sqrt_of_sq_lt
    simp only [div_pow]
    rw [Real.sq_sqrt (by positivity)]
    simp only [add_div]
    linarith [hs (p.2.1 - q.2.1) (sub_ne_zero.mpr h.symm), ht (p.2.2 - q.2.2)]
  · intro h
    apply Real.sqrt_lt_sqrt (by positivity)
    simp only [div_pow]
    linarith [hs (p.1 - q.1) (sub_ne_zero.mpr h.symm)]
```

## Moving the scaling into the kernel

For $l>0$ and measurable $F\ge0$, the substitution $u=lx$ gives

$$l\int F(lx,y,z)\,dx\,dy\,dz=\int F(u,y,z)\,du\,dy\,dz .$$

The proof separates the $x$ integral by Tonelli's theorem and uses the factor $1/l$ by which Lebesgue measure on the line changes.

```lean
/-- Substitution along one axis: for `l > 0` and measurable `F ≥ 0`, the integral of
`l F(l x, y, z)` equals that of `F`. -/
theorem lintegral_stretch {l : ℝ≥0} (hl : l ≠ 0) {F : Space → ℝ≥0∞} (hF : Measurable F) :
    (l : ℝ≥0∞) * ∫⁻ p : Space, F (l * p.1, p.2) = ∫⁻ p, F p := by
  have hl' : (l : ℝ) ≠ 0 := by exact_mod_cast hl
  have hm : Measurable fun p : Space => F ((l : ℝ) * p.1, p.2) := hF.comp (by fun_prop)
  have hg : Measurable fun x : ℝ => ∫⁻ y : ℝ × ℝ, F (x, y) := hF.lintegral_prod_right'
  have h : ∫⁻ x : ℝ, ∫⁻ y : ℝ × ℝ, F (l * x, y) =
      ENNReal.ofReal |(l : ℝ)⁻¹| * ∫⁻ x : ℝ, ∫⁻ y : ℝ × ℝ, F (x, y) := by
    have h := lintegral_map (μ := volume) hg (measurable_const_mul (l : ℝ))
    rw [Real.map_volume_mul_left hl', lintegral_smul_measure, smul_eq_mul] at h
    exact h.symm
  have hc : (l : ℝ≥0∞) * ENNReal.ofReal |(l : ℝ)⁻¹| = 1 := by
    rw [abs_of_nonneg (inv_nonneg.mpr l.coe_nonneg), ← ENNReal.ofReal_coe_nnreal,
      ← ENNReal.ofReal_mul l.coe_nonneg, mul_inv_cancel₀ hl', ENNReal.ofReal_one]
  rw [Measure.volume_eq_prod, lintegral_prod _ hm.aemeasurable,
    lintegral_prod _ hF.aemeasurable]
  change (l : ℝ≥0∞) * ∫⁻ x : ℝ, ∫⁻ y : ℝ × ℝ, F (l * x, y) = _
  rw [h, ← mul_assoc, hc, one_mul]
```

To substitute in the outer integral of $U$, the inner integral over $q$ must be a measurable function of $p$. This holds when the integrand is measurable in the pair $(p,q)$, as $n(p)n(q)/r(p,q)$ is for a measurable density $n$ and a measurable length $r$.

```lean
/-- The density product over a measurable length `r(p, q)` is a measurable function of the
pair of points, if the density is measurable. -/
theorem measurable_pair {n : Space → ℝ≥0} (hn : Measurable n) {r : Space × Space → ℝ}
    (hr : Measurable r) :
    Measurable fun z : Space × Space => (n z.1 : ℝ≥0∞) * n z.2 / ENNReal.ofReal (r z) :=
  ((hn.comp measurable_fst).coe_nnreal_ennreal.mul
    (hn.comp measurable_snd).coe_nnreal_ennreal).div hr.ennreal_ofReal
```

Now substitute $u=lx$ and $u'=lx'$ for the two points of $U[m]$:

$$U[m]=\iint\frac{l\,n(lx,y,z)\;l\,n(lx',y',z')}{r(p,q)}\,dq\,dp=\iint\frac{n(p)\,n(q)}{r_l(p,q)}\,dq\,dp .$$

The `calc` block runs from right to left, treating the outer integral first. Stretching and then squeezing restores the original distance, which is the equation `hd`.

```lean
/-- For `l > 0` and measurable `n`, the repulsion of the scaled density is that of `n` with
the distance replaced by the squeezed distance. -/
theorem repulsion_scaled {l : ℝ≥0} (hl : l ≠ 0) {n : Space → ℝ≥0} (hn : Measurable n) :
    repulsion (scaled l n) = ∫⁻ p, ∫⁻ q,
      (n p : ℝ≥0∞) * n q / ENNReal.ofReal (distance (squeeze l p) (squeeze l q)) := by
  have hl' : (l : ℝ) ≠ 0 := by exact_mod_cast hl
  let K : Space × Space → ℝ≥0∞ := fun z =>
    (n z.1 : ℝ≥0∞) * n z.2 / ENNReal.ofReal (distance (squeeze l z.1) (squeeze l z.2))
  have hK : Measurable K := measurable_pair hn (by
    unfold distance squeeze
    exact Continuous.measurable (by fun_prop))
  symm
  -- substitute in the outer integral, then in the inner one
  calc ∫⁻ p, ∫⁻ q, K (p, q)
      = l * ∫⁻ p : Space, ∫⁻ q : Space, K ((l * p.1, p.2), q) :=
        (lintegral_stretch hl hK.lintegral_prod_right').symm
    _ = l * ∫⁻ p : Space, l * ∫⁻ q : Space, K ((l * p.1, p.2), (l * q.1, q.2)) := by
        congr 1
        refine lintegral_congr fun p => ?_
        exact (lintegral_stretch hl (hK.comp measurable_prodMk_left)).symm
    _ = repulsion (scaled l n) := by
        rw [← lintegral_const_mul' _ _ ENNReal.coe_ne_top, repulsion]
        refine lintegral_congr fun p => ?_
        rw [← lintegral_const_mul' _ _ ENNReal.coe_ne_top,
          ← lintegral_const_mul' _ _ ENNReal.coe_ne_top]
        refine lintegral_congr fun q => ?_
        have hd : distance (squeeze l (l * p.1, p.2)) (squeeze l (l * q.1, q.2)) =
            distance p q := by
          simp only [distance, squeeze, mul_div_cancel_left₀ _ hl']
        simp only [K, scaled, hd, ENNReal.coe_mul, div_eq_mul_inv]
        ring
```

The upper bound takes the same form, since a constant factor can be absorbed into the distance:

$$l\,U[n]=\iint\frac{n(p)\,n(q)}{r(p,q)/l}\,dq\,dp .$$

```lean
/-- For `l > 0`, `l` times the repulsion is the repulsion with all distances divided by `l`. -/
theorem mul_repulsion {l : ℝ≥0} (hl : l ≠ 0) (n : Space → ℝ≥0) :
    l * repulsion n =
      ∫⁻ p, ∫⁻ q, (n p : ℝ≥0∞) * n q / ENNReal.ofReal (distance p q / l) := by
  have hpos : (0 : ℝ) < l := by exact_mod_cast pos_iff_ne_zero.mpr hl
  have hL : (l : ℝ≥0∞) ≠ 0 := ENNReal.coe_ne_zero.mpr hl
  rw [repulsion, ← lintegral_const_mul' _ _ ENNReal.coe_ne_top]
  refine lintegral_congr fun p => ?_
  rw [← lintegral_const_mul' _ _ ENNReal.coe_ne_top]
  refine lintegral_congr fun q => ?_
  rw [ENNReal.ofReal_div_of_pos hpos, ENNReal.ofReal_coe_nnreal]
  simp only [div_eq_mul_inv]
  rw [ENNReal.mul_inv (Or.inr (ENNReal.inv_ne_top.mpr hL)) (Or.inl ENNReal.ofReal_ne_top),
    inv_inv]
  ring
```

## The two bounds

All three quantities now share the numerator $n(p)n(q)$, with denominators $r\ge r_l\ge r/l$. Therefore

$$\frac{n(p)n(q)}{r}\le\frac{n(p)n(q)}{r_l}\le\frac{n(p)n(q)}{r/l},$$

and integrating twice gives $U[n]\le U[m]\le l\,U[n]$. The theorem states this for every measurable `n` and every `l` with `1 ≤ l`, including densities of infinite repulsion. Each use of `lintegral_mono` integrates the inequality over one point.

```lean
/-- Nonuniform scaling of the Coulomb repulsion: for measurable `n ≥ 0`, `l ≥ 1` and
`m(x, y, z) = l n(l x, y, z)`, one has `U[n] ≤ U[m] ≤ l U[n]`. -/
theorem repulsion_scaled_bounds {l : ℝ≥0} (hl : 1 ≤ l) {n : Space → ℝ≥0}
    (hn : Measurable n) :
    repulsion n ≤ repulsion (scaled l n) ∧ repulsion (scaled l n) ≤ l * repulsion n := by
  have h0 : l ≠ 0 := (zero_lt_one.trans_le hl).ne'
  rw [mul_repulsion h0, repulsion_scaled h0 hn]
  exact ⟨lintegral_mono fun p => lintegral_mono fun q => ENNReal.div_le_div_left
      (ENNReal.ofReal_le_ofReal (distance_squeeze_bounds hl p q).2) _,
    lintegral_mono fun p => lintegral_mono fun q => ENNReal.div_le_div_left
      (ENNReal.ofReal_le_ofReal (distance_squeeze_bounds hl p q).1) _⟩
```

## When the bounds are strict

Suppose that $n$ is measurable, that $0\le s\le r$ are two measurable lengths, where $r$ need no longer be the distance, and that for each $p$ we have $s<r$ for almost every $q$. Put

$$f(p)=\int\frac{n(p)n(q)}{r(p,q)}\,dq,\qquad g(p)=\int\frac{n(p)n(q)}{s(p,q)}\,dq .$$

If $\int f$ is finite, then $f(p)$ is finite for almost every $p$. Where $f(p)$ is also nonzero, the integrand is positive on a set of $q$ of positive measure and is strictly larger with $s$ at almost all of those points, so $f(p)<g(p)$. If $\int f\ne0$, such $p$ have positive measure, and $\int f<\int g$. The auxiliary statement `step` is this comparison for a single integral, applied to the outer and then to the inner one.

```lean
/-- Let `n` be measurable, and let `0 ≤ s ≤ r` be measurable lengths with `s < r` for almost all `q`
at each `p`. If the double integral of `n(p) n(q) / r` is finite and nonzero, that of
`n(p) n(q) / s` is larger. -/
theorem pair_integral_lt {n : Space → ℝ≥0} (hn : Measurable n) {r s : Space × Space → ℝ}
    (hr : Measurable r) (hs : Measurable s) (hs0 : ∀ z, 0 ≤ s z) (hsr : ∀ z, s z ≤ r z)
    (hlt : ∀ p : Space, ∀ᵐ q : Space, s (p, q) < r (p, q))
    (hfin : ∫⁻ p, ∫⁻ q, (n p : ℝ≥0∞) * n q / ENNReal.ofReal (r (p, q)) ≠ ∞)
    (h0 : ∫⁻ p, ∫⁻ q, (n p : ℝ≥0∞) * n q / ENNReal.ofReal (r (p, q)) ≠ 0) :
    ∫⁻ p, ∫⁻ q, (n p : ℝ≥0∞) * n q / ENNReal.ofReal (r (p, q)) <
      ∫⁻ p, ∫⁻ q, (n p : ℝ≥0∞) * n q / ENNReal.ofReal (s (p, q)) := by
  -- strict comparison of single integrals, used for the outer and the inner one
  have step : ∀ f g : Space → ℝ≥0∞, Measurable g → ∫⁻ x, f x ≠ ∞ → ∫⁻ x, f x ≠ 0 →
      (∀ x, f x ≤ g x) → (∀ᵐ x, f x ≠ 0 → f x < g x) → ∫⁻ x, f x < ∫⁻ x, g x := by
    intro f g hg hf hf0 hle h
    refine lintegral_strict_mono_of_ae_le_of_frequently_ae_lt hg.aemeasurable hf
      (Filter.Eventually.of_forall hle) ?_
    intro hno
    apply hf0
    have hz : f =ᵐ[volume] fun _ => 0 := by
      filter_upwards [hno, h] with x a b
      by_contra c
      exact a (b c).ne
    rw [lintegral_congr_ae hz]
    simp
  have hle : ∀ p q : Space, (n p : ℝ≥0∞) * n q / ENNReal.ofReal (r (p, q)) ≤
      (n p : ℝ≥0∞) * n q / ENNReal.ofReal (s (p, q)) := fun p q =>
    ENNReal.div_le_div_left (ENNReal.ofReal_le_ofReal (hsr _)) _
  refine step _ _ (measurable_pair hn hs).lintegral_prod_right' hfin h0
    (fun p => lintegral_mono (hle p)) ?_
  filter_upwards [ae_lt_top (measurable_pair hn hr).lintegral_prod_right' hfin] with p hp hp0
  refine step _ _ ((measurable_pair hn hs).comp measurable_prodMk_left) hp.ne hp0 (hle p) ?_
  filter_upwards [hlt p] with q hq h
  refine lt_of_le_of_ne (hle p q) fun he => ?_
  have ha : (n p : ℝ≥0∞) * n q ≠ 0 := fun e => h (by simp only [e, ENNReal.zero_div])
  have hat : (n p : ℝ≥0∞) * n q ≠ ∞ := ENNReal.mul_ne_top ENNReal.coe_ne_top ENNReal.coe_ne_top
  have key : ∀ u : ℝ≥0∞, ((n p : ℝ≥0∞) * n q)⁻¹ * ((n p : ℝ≥0∞) * n q * u) = u := by
    intro u
    rw [← mul_assoc, ENNReal.inv_mul_cancel ha hat, one_mul]
  rw [div_eq_mul_inv, div_eq_mul_inv] at he
  have hi := congrArg (fun u => ((n p : ℝ≥0∞) * n q)⁻¹ * u) he
  simp only [key] at hi
  have hlt' := (ENNReal.ofReal_lt_ofReal_iff ((hs0 _).trans_lt hq)).mpr hq
  exact hlt'.ne (inv_injective hi).symm
```

Points sharing an $x$ or a $y$ coordinate with a given $p$ form a plane, which has measure zero. For $l>1$ and $0<U[n]<\infty$, the comparison with lengths $r_l\le r$ gives $U[n]<U[m]$. With $r/l\le r_l$ it gives $U[m]<l\,U[n]$; the bounds already proved make $U[m]$ finite and nonzero, as this second use requires. If $U[n]$ is $0$ or $\infty$, all three quantities coincide.

```lean
set_option maxHeartbeats 400000 in
/-- For `l > 1` and measurable `n` whose repulsion is neither zero nor infinite, both scaling
inequalities are strict. -/
theorem repulsion_scaled_strict {l : ℝ≥0} (hl : 1 < l) {n : Space → ℝ≥0}
    (hn : Measurable n) (h0 : repulsion n ≠ 0) (hfin : repulsion n ≠ ∞) :
    repulsion n < repulsion (scaled l n) ∧ repulsion (scaled l n) < l * repulsion n := by
  have hl0 : l ≠ 0 := (zero_lt_one.trans hl).ne'
  obtain ⟨hlow, hup⟩ := repulsion_scaled_bounds hl.le hn
  have hS0 : repulsion (scaled l n) ≠ 0 := ((pos_iff_ne_zero.mpr h0).trans_le hlow).ne'
  have hSfin : repulsion (scaled l n) ≠ ∞ :=
    ne_top_of_le_ne_top (ENNReal.mul_ne_top ENNReal.coe_ne_top hfin) hup
  have hnonneg : ∀ p q : Space, 0 ≤ distance p q := fun _ _ => Real.sqrt_nonneg _
  have hd : Measurable fun z : Space × Space => distance z.1 z.2 := by
    unfold distance
    exact Continuous.measurable (by fun_prop)
  have hq : Measurable fun z : Space × Space =>
      distance (squeeze l z.1) (squeeze l z.2) := by
    unfold distance squeeze
    exact Continuous.measurable (by fun_prop)
  -- points sharing a coordinate with a given point form a null set
  have ht : ∀ a : ℝ, ∀ᵐ t : ℝ, t ≠ a := fun a => compl_mem_ae_iff.mpr (measure_singleton a)
  have hx : ∀ a : ℝ, ∀ᵐ q : Space, q.1 ≠ a := fun a =>
    Measure.quasiMeasurePreserving_fst.ae (ht a)
  have hyz : ∀ a : ℝ, ∀ᵐ y : ℝ × ℝ, y.1 ≠ a := fun a =>
    Measure.quasiMeasurePreserving_fst.ae (ht a)
  have hy : ∀ a : ℝ, ∀ᵐ q : Space, q.2.1 ≠ a := fun a =>
    Measure.quasiMeasurePreserving_snd.ae (hyz a)
  constructor
  · rw [repulsion_scaled hl0 hn]
    exact pair_integral_lt (r := fun z => distance z.1 z.2)
      (s := fun z => distance (squeeze l z.1) (squeeze l z.2)) hn hd hq
      (fun z => hnonneg (squeeze l z.1) (squeeze l z.2))
      (fun z => (distance_squeeze_bounds hl.le z.1 z.2).2)
      (fun p => (hx p.1).mono fun q h => (distance_squeeze_strict hl p q).2 h) hfin h0
  · rw [repulsion_scaled hl0 hn] at hS0 hSfin ⊢
    rw [mul_repulsion hl0]
    have hsm : Measurable fun z : Space × Space => distance z.1 z.2 / (l : ℝ) :=
      hd.div_const (l : ℝ)
    have hs0 : ∀ z : Space × Space, 0 ≤ distance z.1 z.2 / (l : ℝ) := fun z =>
      div_nonneg (hnonneg z.1 z.2) l.coe_nonneg
    exact pair_integral_lt (r := fun z => distance (squeeze l z.1) (squeeze l z.2))
      (s := fun z => distance z.1 z.2 / (l : ℝ)) hn hq hsm hs0
      (fun z => (distance_squeeze_bounds hl.le z.1 z.2).1)
      (fun p => (hy p.2.1).mono fun q h => (distance_squeeze_strict hl p q).1 h) hSfin hS0
```

## Comparing two scale factors

Write $n_a(x,y,z)=a\,n(ax,y,z)$. For $0<a\le b$, scaling $n_a$ by $b/a$ gives

$$\frac ba\,a\,n\!\left(a\,\frac ba\,x,y,z\right)=b\,n(bx,y,z)=n_b(x,y,z).$$

Applying the two bounds to $n_a$ with $l=b/a\ge1$ yields

$$U[n_a]\le U[n_b]\le\frac ba\,U[n_a].$$

The choice $b=1$ covers stretching: $U[n_a]\le U[n]\le U[n_a]/a$ for $0<a\le1$.

```lean
/-- For measurable `n` and scale factors `0 < a ≤ b`, the repulsion at `b` is at least that at
`a` and at most `b / a` times it. -/
theorem repulsion_scaled_mono {a b : ℝ≥0} (ha : a ≠ 0) (hab : a ≤ b) {n : Space → ℝ≥0}
    (hn : Measurable n) :
    repulsion (scaled a n) ≤ repulsion (scaled b n) ∧
      repulsion (scaled b n) ≤ (b / a : ℝ≥0) * repulsion (scaled a n) := by
  have ha' : (a : ℝ) ≠ 0 := by exact_mod_cast ha
  -- scaling by `a` and then by `b / a` is scaling by `b`
  have h : scaled (b / a) (scaled a n) = scaled b n := by
    funext p
    have e : (a : ℝ) * (((b / a : ℝ≥0) : ℝ) * p.1) = b * p.1 := by
      rw [NNReal.coe_div, ← mul_assoc, mul_div_cancel₀ _ ha']
    simp only [scaled, e]
    rw [← mul_assoc, div_mul_cancel₀ b ha]
  have hm : Measurable (scaled a n) :=
    (hn.comp (by fun_prop : Measurable fun p : Space => ((a : ℝ) * p.1, p.2))).const_mul a
  rw [← h]
  exact repulsion_scaled_bounds ((one_le_div₀ (pos_iff_ne_zero.mpr ha)).mpr hab) hm

end

end NonuniformCoulombScaling
```

```lean
#print axioms NonuniformCoulombScaling.distance_squeeze_bounds
-- 'NonuniformCoulombScaling.distance_squeeze_bounds' depends on axioms: [propext, Classical.choice, Quot.sound]
#print axioms NonuniformCoulombScaling.repulsion_scaled_strict
-- 'NonuniformCoulombScaling.repulsion_scaled_strict' depends on axioms: [propext, Classical.choice, Quot.sound]
#print axioms NonuniformCoulombScaling.repulsion_scaled_mono
-- 'NonuniformCoulombScaling.repulsion_scaled_mono' depends on axioms: [propext, Classical.choice, Quot.sound]
```
